# Kelvin-Onsager reciprocity and the symmetry of the electron-phonon collision matrix

## Physical setting

Let the electron and phonon states form a finite set. A real vector $\varphi$ on this set is the deviation of the occupations from equilibrium, and the linearised Boltzmann equation reads $O\varphi = y$, with $O$ a real collision matrix and $y$ the drive. The dot product is the plain sum over states, with no weights. For invertible $O$ the transport coefficient is
$$L(x,y) = x\cdot O^{-1}y ,$$
the current measured by $x$ under the drive $y$. We fix one spatial direction and scale $\varphi$ so that a single charge vector $j$ both measures the charge current and couples to the field, and a single heat vector $h$ does the same for heat. With field $E$ (chemical-potential gradient included), temperature $T$ and gradient $T'$, the drive is $y = Ej - (T'/T)\,h$. Zero charge current $j\cdot\varphi$ gives the Seebeck coefficient $S = E/T' = L(j,h)/(T\,L(j,j))$, and $T'=0$ gives the Peltier coefficient $\Pi = L(h,j)/L(j,j)$. For $L(j,j)\neq 0$, Kelvin's relation $\Pi = TS$ is therefore the equality $L(j,h)=L(h,j)$. The theorems concern this equality; $S$, $\Pi$ and $T$ do not occur in them.

In the two-fluid model there is one electron variable $\varphi_0$ and one phonon variable $\varphi_1$:
$$a\varphi_0 - b\varphi_1 = y_0,\qquad -c\varphi_0 + d\varphi_1 = y_1 .$$
Here $a,d$ are relaxation rates, $b$ is the drag of phonons on electrons and $c$ the drag of electrons on phonons. Phonons carry no charge, so $j=(j_0,0)$ and $h=(h_e,h_p)$. The block model replaces the four numbers by matrices, $O=\begin{pmatrix}A&-B\\-C&D\end{pmatrix}$, with $j=(j_e,0)$ and $h=(h_e,h_p)$ split into electron and phonon parts.

## Statement

1. For invertible $O$, $L(j,h)=L(h,j)$ holds for all $j,h$ if and only if $O$ is symmetric (`kelvin_onsager_iff_symm`).
2. For $ad-bc\neq0$ and $j_0h_p\neq0$, the two-fluid coefficients agree if and only if $b=c$ (`twoFluid_kelvin_onsager_iff`). For $ad\neq 0$ and $j_0h_p\neq0$, a drag term $g\neq0$ kept in only one of the two equations breaks the equality, and dropping both terms keeps it (`one_sided_drag_breaks`).
3. For symmetric $A$ and $D$, with $D$ and $O$ invertible, the equality holds for all $j_e,h_e,h_p$ if and only if $C=B^{T}$ (`coupled_kelvin_onsager_iff`).

For transport calculations on a finite grid of states with symmetric diagonal blocks and invertible $D$ and $O$, item 3 says that a nonzero drag block kept in one equation alone spoils the equality for some electronic charge vector and some heat vector. The equality may still hold for the particular pair $j,h$ of a given calculation.

## Derivation

Let $O\varphi_E=j$ and $O\varphi_T=h$. Then $j\cdot\varphi_T=\varphi_T\cdot O\varphi_E$ and $h\cdot\varphi_E=(O\varphi_T)\cdot\varphi_E=\varphi_T\cdot O^{T}\varphi_E$, so
$$j\cdot\varphi_T-h\cdot\varphi_E=\varphi_T\cdot(O-O^{T})\varphi_E .$$
For symmetric $O$ the right side vanishes. If $O$ is invertible, $\varphi_T=O^{-1}h$ and $\varphi_E=O^{-1}j$, so the left side is $L(j,h)-L(h,j)$. Conversely, assume the equality for all drives and take $j=Ox$, $h=Oy$ for arbitrary $x,y$. Then $L(j,h)=(Ox)\cdot y$ and $L(h,j)=(Oy)\cdot x$, so $y\cdot Ox=x\cdot Oy$. Choosing $x$ and $y$ as the unit vectors at states $k$ and $i$ gives $O_{ik}=O_{ki}$.

In the two-fluid model put $\Delta=ad-bc$. Substitution confirms the solution $\varphi_0=(dy_0+by_1)/\Delta$, $\varphi_1=(cy_0+ay_1)/\Delta$. The drive $y=h$ measured with $j$, and the drive $y=j$ measured with $h$, give
$$L(j,h)=\frac{j_0(d h_e+b h_p)}{\Delta},\qquad L(h,j)=\frac{j_0(d h_e+c h_p)}{\Delta}.$$
The difference is $j_0h_p(b-c)/\Delta$, which for $j_0h_p\neq0$ vanishes exactly when $b=c$. With $(b,c)=(g,0)$, $(0,g)$ or $(0,0)$ one has $\Delta=ad$, and the rest of item 2 follows.

In the block model, $C=B^{T}$ makes $O$ symmetric and item 1 applies. For the converse take any electron vector $u$ and phonon vector $w$, and solve $Dv=Cu$. Then $\varphi_E=(u,v)$ has drive $(Au-Bv,\,0)$, an admissible charge vector $j$, and $\varphi_T=(0,w)$ has drive $h=(-Bw,\,Dw)$. Now $j\cdot\varphi_T=0$, while $h\cdot\varphi_E=-u\cdot Bw+(Dw)\cdot v$. Symmetry of $D$ gives $(Dw)\cdot v=w\cdot Dv=w\cdot Cu$. Equality of the two currents means $w\cdot Cu=u\cdot Bw$ for all $u,w$, hence $C=B^{T}$.

## What the formal version assumes

The finite types `n`, `e`, `p` label all states, electron states and phonon states. `transport O x y` is $L(x,y)$, `IsUnit O.det` is invertibility and `O.IsSymm` is $O^{T}=O$. `twoFluid a b c d` is indexed by `Fin 2`, with 0 for electrons and 1 for phonons, and `![j0, 0]` is $j$. `coupled A B C D` acts on `e ⊕ p`, and `Sum.elim je 0` is $(j_e,0)$. Symmetry of $O$, or of $A$ and $D$, is a hypothesis and is not derived from detailed balance. No sign is imposed on any rate. Invertibility excludes zero modes from conserved quantities; `kelvin_onsager_of_solutions` covers a singular symmetric $O$ whenever both equations have solutions. Mathlib sets `O⁻¹` to zero for a singular matrix, so without `hO` the matrix $\begin{pmatrix}0&1\\0&0\end{pmatrix}$ would satisfy the left side of item 1 and not the right.

The two examples and the transpose relation that follow are worked on paper and have no theorem in the file. Take $a=d=2$, $b=1$, $c=0$, $j_0=h_e=1$. For $h_p=1$ the coefficients are $3/4$ and $1/2$. For $h_p=0$ both equal $1/2$ although $b\neq c$, so item 2 fails without $j_0h_p\neq0$. For the invertibility of $D$, take one electron state and two phonon states with $A=(1)$, $B=(0,1)$, $C^{T}=(-1,1)$, $D=\mathrm{diag}(1,0)$:
$$O=\begin{pmatrix}1&0&-1\\1&1&0\\-1&0&0\end{pmatrix},\qquad O^{-1}=\begin{pmatrix}0&0&-1\\0&1&1\\-1&0&-1\end{pmatrix}.$$
The electron row and the electron column of $O^{-1}$ are both $(0,0,-1)$, so the equality holds for every $j_e,h_e,h_p$, yet $C\neq B^{T}$. Here $L(j,j)=0$ for every $j=(j_e,0)$, so this example concerns the equality alone and has no Seebeck or Peltier coefficient.

The argument for the defect identity also relates $O$ to its transpose: if $O\varphi_T=h$ and $O^{T}\varphi_E=j$, then $j\cdot\varphi_T=\varphi_E\cdot O\varphi_T=h\cdot\varphi_E$. Thus $L(j,h)$ for an invertible $O$ equals $L(h,j)$ for $O^{T}$. If reversing a magnetic field transposes $O$, this is the field-reversed form of reciprocity.

## The file

In Lean 4 with Mathlib:

```lean
import Mathlib

open Matrix

namespace PhononDragOnsager

noncomputable section

variable {n e p : Type*} [Fintype n] [DecidableEq n] [Fintype e] [DecidableEq e]
  [Fintype p] [DecidableEq p]

/-- Transport coefficient `x · O⁻¹ y`: the current measured by `x` in response to the
drive `y`, for the collision matrix `O`. -/
def transport (O : Matrix n n ℝ) (x y : n → ℝ) : ℝ := x ⬝ᵥ O⁻¹ *ᵥ y

/-- Collision matrix with one electron and one phonon variable: relaxation rates `a`, `d`
and drag terms `b`, `c`. -/
def twoFluid (a b c d : ℝ) : Matrix (Fin 2) (Fin 2) ℝ := !![a, -b; -c, d]

/-- Coupled electron-phonon collision matrix with electron block `A`, phonon block `D`
and drag blocks `-B`, `-C`. -/
def coupled (A : Matrix e e ℝ) (B : Matrix e p ℝ) (C : Matrix p e ℝ) (D : Matrix p p ℝ) :
    Matrix (e ⊕ p) (e ⊕ p) ℝ := fromBlocks A (-B) (-C) D

/-- For invertible `O`, the transport coefficient is the current `j · φ` carried by any
solution `φ` of the linearised Boltzmann equation `O φ = h`. -/
theorem transport_eq_current {O : Matrix n n ℝ} (hO : IsUnit O.det) (j : n → ℝ)
    {h φ : n → ℝ} (hφ : O *ᵥ φ = h) : transport O j h = j ⬝ᵥ φ := by
  subst hφ
  unfold transport
  rw [Matrix.mulVec_mulVec, Matrix.nonsing_inv_mul _ hO, Matrix.one_mulVec]

omit [DecidableEq n] in
/-- For solutions of `O φE = j` and `O φT = h`, the difference of the two cross currents is
the matrix element of `O - Oᵀ` between the solutions. -/
theorem reciprocity_defect {O : Matrix n n ℝ} {j h φE φT : n → ℝ}
    (hE : O *ᵥ φE = j) (hT : O *ᵥ φT = h) :
    j ⬝ᵥ φT - h ⬝ᵥ φE = φT ⬝ᵥ (O - Oᵀ) *ᵥ φE := by
  subst hE hT
  rw [Matrix.sub_mulVec, dotProduct_sub, Matrix.mulVec_transpose,
    dotProduct_comm (O *ᵥ φE) φT, dotProduct_comm (O *ᵥ φT) φE,
    Matrix.dotProduct_mulVec φE O φT, dotProduct_comm (φE ᵥ* O) φT]

omit [DecidableEq n] in
/-- For a symmetric collision matrix, solutions of `O φE = j` and `O φT = h` carry equal
cross currents, `j · φT = h · φE`. -/
theorem kelvin_onsager_of_solutions {O : Matrix n n ℝ} (hs : O.IsSymm)
    {j h φE φT : n → ℝ} (hE : O *ᵥ φE = j) (hT : O *ᵥ φT = h) :
    j ⬝ᵥ φT = h ⬝ᵥ φE := by
  have hd := reciprocity_defect hE hT
  rw [hs.eq, sub_self, Matrix.zero_mulVec, dotProduct_zero] at hd
  exact sub_eq_zero.mp hd

/-- If `y · M x = x · N y` for all vectors `x`, `y`, then `M` is the transpose of `N`. -/
theorem eq_transpose_of_elements {M : Matrix p e ℝ} {N : Matrix e p ℝ}
    (H : ∀ x y, y ⬝ᵥ M *ᵥ x = x ⬝ᵥ N *ᵥ y) : M = Nᵀ := by
  ext i k
  have := H (Pi.single k 1) (Pi.single i 1)
  simpa using this

/-- For an invertible collision matrix, the Kelvin-Onsager relation
`j · O⁻¹ h = h · O⁻¹ j` holds for all charge and heat vectors iff `O` is symmetric. -/
theorem kelvin_onsager_iff_symm {O : Matrix n n ℝ} (hO : IsUnit O.det) :
    (∀ j h, transport O j h = transport O h j) ↔ O.IsSymm := by
  constructor
  · intro H
    -- every pair of distributions solves the equation for the drives `O x`, `O y`
    refine (eq_transpose_of_elements fun x y => ?_).symm
    have h1 := H (O *ᵥ x) (O *ᵥ y)
    rw [transport_eq_current hO (O *ᵥ x) (rfl : O *ᵥ y = O *ᵥ y),
      transport_eq_current hO (O *ᵥ y) (rfl : O *ᵥ x = O *ᵥ x)] at h1
    rw [dotProduct_comm y (O *ᵥ x), dotProduct_comm x (O *ᵥ y)]
    exact h1
  · intro hs j h
    have sol : ∀ y : n → ℝ, O *ᵥ (O⁻¹ *ᵥ y) = y := fun y => by
      rw [Matrix.mulVec_mulVec, Matrix.mul_nonsing_inv _ hO, Matrix.one_mulVec]
    exact kelvin_onsager_of_solutions hs (sol j) (sol h)

/-- The two cross coefficients of the two-fluid model for the charge vector `(j0, 0)` and
the heat vector `(he, hp)`. -/
theorem twoFluid_coefficients {a b c d : ℝ} (hD : a * d - b * c ≠ 0) (j0 he hp : ℝ) :
    transport (twoFluid a b c d) ![j0, 0] ![he, hp]
        = j0 * (d * he + b * hp) / (a * d - b * c) ∧
      transport (twoFluid a b c d) ![he, hp] ![j0, 0]
        = j0 * (d * he + c * hp) / (a * d - b * c) := by
  have hO : IsUnit (twoFluid a b c d).det := by
    rw [isUnit_iff_ne_zero]
    simpa [twoFluid, Matrix.det_fin_two] using hD
  have hinv : (a * d - b * c)⁻¹ * (a * d - b * c) = 1 := inv_mul_cancel₀ hD
  -- explicit solution of the 2 × 2 Boltzmann equation
  have sol : ∀ y0 y1 : ℝ, twoFluid a b c d *ᵥ
      ![(d * y0 + b * y1) / (a * d - b * c), (c * y0 + a * y1) / (a * d - b * c)]
        = ![y0, y1] := by
    intro y0 y1
    ext i
    fin_cases i
    · simp [twoFluid, Matrix.mulVec, dotProduct, Fin.sum_univ_two]
      linear_combination y0 * hinv
    · simp [twoFluid, Matrix.mulVec, dotProduct, Fin.sum_univ_two]
      linear_combination y1 * hinv
  rw [transport_eq_current hO _ (sol he hp), transport_eq_current hO _ (sol j0 0)]
  constructor <;>
    simp only [dotProduct, Fin.sum_univ_two, Matrix.cons_val_zero, Matrix.cons_val_one,
      Matrix.cons_val_fin_one] <;> ring

/-- In the two-fluid model with `ad - bc ≠ 0` and `j0 hp ≠ 0`, the Kelvin-Onsager relation
holds iff the two drag terms are equal. -/
theorem twoFluid_kelvin_onsager_iff {a b c d j0 hp : ℝ} (he : ℝ)
    (hD : a * d - b * c ≠ 0) (hj : j0 * hp ≠ 0) :
    transport (twoFluid a b c d) ![j0, 0] ![he, hp]
      = transport (twoFluid a b c d) ![he, hp] ![j0, 0] ↔ b = c := by
  obtain ⟨h1, h2⟩ := twoFluid_coefficients hD j0 he hp
  rw [h1, h2, div_left_inj' hD]
  constructor
  · intro h
    have h0 : j0 * hp * (b - c) = 0 := by linear_combination h
    exact sub_eq_zero.mp ((mul_eq_zero.mp h0).resolve_left hj)
  · rintro rfl
    rfl

/-- For `ad ≠ 0` and `j0 hp ≠ 0`, keeping a nonzero drag term `g` in only one of the two
equations of the two-fluid model violates the
Kelvin-Onsager relation, while dropping both drag terms respects it. -/
theorem one_sided_drag_breaks {a d g j0 hp : ℝ} (he : ℝ) (had : a * d ≠ 0) (hg : g ≠ 0)
    (hj : j0 * hp ≠ 0) :
    transport (twoFluid a g 0 d) ![j0, 0] ![he, hp]
        ≠ transport (twoFluid a g 0 d) ![he, hp] ![j0, 0] ∧
      transport (twoFluid a 0 g d) ![j0, 0] ![he, hp]
        ≠ transport (twoFluid a 0 g d) ![he, hp] ![j0, 0] ∧
      transport (twoFluid a 0 0 d) ![j0, 0] ![he, hp]
        = transport (twoFluid a 0 0 d) ![he, hp] ![j0, 0] := by
  refine ⟨fun h => hg ?_, fun h => hg ?_, ?_⟩
  · exact (twoFluid_kelvin_onsager_iff he (by simpa using had) hj).mp h
  · exact ((twoFluid_kelvin_onsager_iff he (by simpa using had) hj).mp h).symm
  · exact (twoFluid_kelvin_onsager_iff he (by simpa using had) hj).mpr rfl

/-- For symmetric electron and phonon blocks, with the phonon block and the full matrix
invertible, the Kelvin-Onsager relation holds for all electronic charge vectors `(je, 0)`
and heat vectors `(he, hp)` iff the drag blocks are transposes of each other. -/
theorem coupled_kelvin_onsager_iff {A : Matrix e e ℝ} {B : Matrix e p ℝ} {C : Matrix p e ℝ}
    {D : Matrix p p ℝ} (hA : A.IsSymm) (hD : D.IsSymm) (hDu : IsUnit D.det)
    (hO : IsUnit (coupled A B C D).det) :
    (∀ (je he : e → ℝ) (hp : p → ℝ),
      transport (coupled A B C D) (Sum.elim je 0) (Sum.elim he hp)
        = transport (coupled A B C D) (Sum.elim he hp) (Sum.elim je 0)) ↔ C = Bᵀ := by
  constructor
  · intro H
    refine eq_transpose_of_elements fun u w => ?_
    -- phonons dragged by the electron distribution `u`, with no phonon drive
    obtain ⟨v, hv⟩ : ∃ v, D *ᵥ v = C *ᵥ u := ⟨D⁻¹ *ᵥ (C *ᵥ u), by
      rw [Matrix.mulVec_mulVec, Matrix.mul_nonsing_inv _ hDu, Matrix.one_mulVec]⟩
    have hE : coupled A B C D *ᵥ Sum.elim u v = Sum.elim (A *ᵥ u + -(B *ᵥ v)) 0 := by
      simp [coupled, Matrix.fromBlocks_mulVec, Matrix.neg_mulVec, hv]
    have hT : coupled A B C D *ᵥ Sum.elim 0 w = Sum.elim (-(B *ᵥ w)) (D *ᵥ w) := by
      simp [coupled, Matrix.fromBlocks_mulVec, Matrix.neg_mulVec]
    have split : ∀ (x x' : e → ℝ) (y y' : p → ℝ),
        Sum.elim x y ⬝ᵥ Sum.elim x' y' = x ⬝ᵥ x' + y ⬝ᵥ y' := by
      intro x x' y y'
      simp [dotProduct, Fintype.sum_sum_type]
    have hDw : (D *ᵥ w) ⬝ᵥ v = (C *ᵥ u) ⬝ᵥ w := kelvin_onsager_of_solutions hD rfl hv
    have h1 := H (A *ᵥ u + -(B *ᵥ v)) (-(B *ᵥ w)) (D *ᵥ w)
    rw [transport_eq_current hO _ hT, transport_eq_current hO _ hE, split, split,
      dotProduct_zero, zero_dotProduct, neg_dotProduct, hDw] at h1
    rw [dotProduct_comm w (C *ᵥ u), dotProduct_comm u (B *ᵥ w)]
    linarith
  · rintro rfl je he hp
    refine (kelvin_onsager_iff_symm hO).mpr ?_ _ _
    simp [Matrix.IsSymm, coupled, Matrix.fromBlocks_transpose, hA.eq, hD.eq]

/-- The blocks `A = D = (2)`, `B = C = (1)` give a symmetric invertible diagonal block and
an invertible coupled collision matrix. -/
theorem coupled_witness :
    (!![2] : Matrix (Fin 1) (Fin 1) ℝ).IsSymm ∧
      IsUnit (!![2] : Matrix (Fin 1) (Fin 1) ℝ).det ∧
      IsUnit (coupled (!![2] : Matrix (Fin 1) (Fin 1) ℝ) !![1] !![1] !![2]).det := by
  refine ⟨Matrix.IsSymm.ext fun i k => by fin_cases i; fin_cases k; rfl, by simp, ?_⟩
  apply Matrix.isUnit_det_of_right_inverse
    (B := fromBlocks !![2 / 3] !![1 / 3] !![1 / 3] !![2 / 3])
  ext i k
  rcases i with i | i <;> rcases k with k | k <;> fin_cases i <;> fin_cases k <;>
    simp [coupled, Matrix.mul_apply, Fintype.sum_sum_type] <;> norm_num

end

end PhononDragOnsager
```

```lean
#print axioms PhononDragOnsager.one_sided_drag_breaks
#print axioms PhononDragOnsager.coupled_kelvin_onsager_iff
```

```
'PhononDragOnsager.one_sided_drag_breaks' depends on axioms: [propext, Classical.choice, Quot.sound]
'PhononDragOnsager.coupled_kelvin_onsager_iff' depends on axioms: [propext, Classical.choice, Quot.sound]
```

## Notes on the proof

`transport_eq_current` replaces $L(j,h)$ by $j\cdot\varphi$ for any solution of $O\varphi=h$, through $O^{-1}O=1$. The later steps that invoke it supply explicit solutions, so they evaluate $L$ without computing $O^{-1}$. `reciprocity_defect` is the defect identity, with `Matrix.mulVec_transpose` and `Matrix.dotProduct_mulVec` moving $O$ across the dot product, and `kelvin_onsager_of_solutions` sets $O-O^{T}=0$ in it. `eq_transpose_of_elements` is the unit-vector step, written for rectangular matrices with `Pi.single k 1` and `Pi.single i 1`, and both converses end in it.

In `kelvin_onsager_iff_symm`, `h1` is the hypothesis at the drives `O *ᵥ x` and `O *ᵥ y`, and `sol` in the other direction says that $O^{-1}y$ solves the equation. In `twoFluid_coefficients`, `sol` is the explicit solution, each component closed by `linear_combination` from $\Delta^{-1}\Delta=1$. `twoFluid_kelvin_onsager_iff` cancels $\Delta$ by `div_left_inj'` and reaches `j0 * hp * (b - c) = 0`; `one_sided_drag_breaks` applies it three times.

In `coupled_kelvin_onsager_iff`, `hv` is $Dv=Cu$, `hE` and `hT` are the drives of $(u,v)$ and $(0,w)$, and `split` separates the electron and phonon parts of a dot product. The step `hDw` is `kelvin_onsager_of_solutions` applied to the block $D$ alone. Symmetry of $A$ enters only in the direction from $C=B^{T}$ to reciprocity. `coupled_witness` shows that $A=D=(2)$, $B=C=(1)$ meets the hypotheses of item 3 with nonzero drag, using the right inverse $\tfrac13\begin{pmatrix}2&1\\1&2\end{pmatrix}$.
